# Turnover frequency of an N-step catalytic cycle, with bounds from its energetic span

## A cycle written as a line

A catalytic cycle returns to its starting species, but its energy profile need not return to its starting value. The model therefore unrolls the cycle: intermediates are numbered $0,\dots,N$, and intermediate $N$ is intermediate $0$ again, with the same coverage but with energy
$$I_N = I_0 + G .$$
One turn restores the catalyst and converts reactants into products, so $G$ is the reaction energy.

Step $i$, for $0\le i<N$, leads from intermediate $i$ to $i+1$ over a transition state of energy $T_i$. All energies are free energies at the actual concentrations of reactants and products, divided by $RT$, and rates are in units of the common transition-state-theory prefactor $k_BT/h$. With coverages $\theta_i$, the net rate of step $i$ is
$$e^{I_i-T_i}\theta_i - e^{I_{i+1}-T_i}\theta_{i+1}.$$

## Flux and bounds

In a steady state $\theta_N=\theta_0$, $\sum_{j<N}\theta_j=1$, and every step has the same net rate $J$. Define
$$X_{ij}=T_i-I_j+\begin{cases}G & i<j\\ 0 & i\ge j\end{cases},\qquad S=\sum_{i,j<N}e^{X_{ij}},\qquad \delta=\max_{i,j<N}X_{ij}.$$
Then $J=(1-e^G)/S$ for either sign of $G$, and if $G\le 0$,
$$\frac{(1-e^G)e^{-\delta}}{N^2}\le J\le(1-e^G)e^{-\delta}.$$

For a single unbranched cycle whose steps are first order in the coverages, at fixed reactant and product concentrations, this turns a computed free-energy profile into a turnover frequency. The familiar estimate $e^{-\delta}$ of the energetic span model keeps only the largest term of $S$ and replaces $1-e^G$ by $1$, as suits a strongly downhill reaction; the bounds locate the flux within a factor $N^2$ and do not show that one term dominates.

## Derivation

Multiply the rate equation of step $i$ by $e^{T_i}$:
$$e^{I_i}\theta_i-e^{I_{i+1}}\theta_{i+1}=Je^{T_i}.$$
Summing over the steps before $j$, with $A_j=\sum_{i<j}e^{T_i}$, gives
$$e^{I_j}\theta_j=e^{I_0}\theta_0-JA_j .$$
At $j=N$ the left side is $e^Ge^{I_0}\theta_0$, so $(1-e^G)e^{I_0}\theta_0=JA_N$. Multiply the equation for $j$ by $1-e^G$ and insert this:
$$(1-e^G)e^{I_j}\theta_j=J\bigl[A_N-(1-e^G)A_j\bigr]=J\Bigl[\sum_{j\le i<N}e^{T_i}+e^G\sum_{i<j}e^{T_i}\Bigr].$$
Division by $e^{I_j}$ yields
$$(1-e^G)\theta_j=J\sum_{i<N}e^{X_{ij}} .$$
Summing over $j<N$ gives $1-e^G=JS$, and $S>0$.

For the bounds, $S$ contains the term $e^\delta$ and has $N^2$ positive terms, none larger, so $e^\delta\le S\le N^2e^\delta$. Dividing the nonnegative number $1-e^G$ by these quantities gives the result.

## An uphill cycle breaks the bounds

Take $N=2$, $I_0=I_1=0$, $T_0=T_1=\ln 4$ and $G=\ln 2$, so that $I_2=\ln 2$ and all barriers are positive. The four exponentials are $4,4,8,4$, so $S=20$, $J=-1/20$ and $e^{-\delta}=1/8$. The claimed upper bound would be $-1/8$ and the lower one $-1/32$; both fail. The flux formula still holds.

## Reading the Lean statements

Energies and coverages are functions `ℕ → ℝ`, of which only the entries up to $N$ matter. `exponent` is $X_{ij}$, `resistance` is $S$, and `IsSteady` collects the three steady-state conditions. `IsEnergeticSpan` says that $\delta$ is the greatest element of the set of exponents. The energy closure is the hypothesis `hI`.

Barriers need not be positive, and `IsSteady` does not demand nonnegative coverages. Steps that involve two adsorbed species or two free sites, lateral interactions, branching and the approach to the steady state are not modelled.

```lean
import Mathlib

open Finset

namespace CatalyticCycleSpan

noncomputable section

/-- Reduced energy of transition state `i` minus that of intermediate `j`, with the reaction
energy `G` added when the transition state comes before the intermediate in the cycle.
Step `i`, counted from zero, leads from intermediate `i` to intermediate `i + 1`. -/
def exponent (I T : ℕ → ℝ) (G : ℝ) (i j : ℕ) : ℝ :=
  T i - I j + if i < j then G else 0

/-- Net rate of step `i`: forward minus backward rate, with reduced rate constants
`exp (I i - T i)` and `exp (I (i + 1) - T i)` and coverages `θ`. -/
def netRate (I T θ : ℕ → ℝ) (i : ℕ) : ℝ :=
  Real.exp (I i - T i) * θ i - Real.exp (I (i + 1) - T i) * θ (i + 1)

/-- A steady state of the `N`-step cycle with flux `J`: the last intermediate is the first one
again, the coverages sum to one, and every step has net rate `J`. -/
structure IsSteady (N : ℕ) (I T θ : ℕ → ℝ) (J : ℝ) : Prop where
  closed : θ N = θ 0
  total : ∑ j ∈ range N, θ j = 1
  flux : ∀ i < N, netRate I T θ i = J

/-- The sum of the exponentials over all pairs of a transition state and an intermediate. -/
def resistance (N : ℕ) (I T : ℕ → ℝ) (G : ℝ) : ℝ :=
  ∑ j ∈ range N, ∑ i ∈ range N, Real.exp (exponent I T G i j)

/-- The share of intermediate `j` in the resistance of the cycle, for `N > 0`. -/
def coverage (N : ℕ) (I T : ℕ → ℝ) (G : ℝ) (j : ℕ) : ℝ :=
  (∑ i ∈ range N, Real.exp (exponent I T G i j)) / resistance N I T G

/-- `δ` is the energetic span: the largest exponent over all pairs of a transition state and
an intermediate of the cycle. -/
def IsEnergeticSpan (N : ℕ) (I T : ℕ → ℝ) (G δ : ℝ) : Prop :=
  IsGreatest {x | ∃ i < N, ∃ j < N, exponent I T G i j = x} δ

variable {N : ℕ} {I T θ : ℕ → ℝ} {G J δ : ℝ}

/-- The resistance of a cycle with at least one step is positive. -/
theorem resistance_pos (hN : 0 < N) : 0 < resistance N I T G := by
  have hne : (range N).Nonempty := ⟨0, mem_range.mpr hN⟩
  exact sum_pos (fun j _ => sum_pos (fun i _ => Real.exp_pos _) hne) hne

/-- For `j ≤ N`, the sum of the terms belonging to intermediate `j`, times `exp (I j)`, is the sum
of `exp (T i)` over all transition states minus `1 - exp G` times the sum over those before `j`. -/
theorem column_sum (I T : ℕ → ℝ) (G : ℝ) {j : ℕ} (hj : j ≤ N) :
    Real.exp (I j) * ∑ i ∈ range N, Real.exp (exponent I T G i j) =
      ∑ i ∈ range N, Real.exp (T i) - (1 - Real.exp G) * ∑ i ∈ range j, Real.exp (T i) := by
  have hr : range j = (range N).filter (fun i => i < j) := by
    ext i
    simp only [mem_filter, mem_range]
    omega
  rw [hr, sum_filter, mul_sum, mul_sum, ← sum_sub_distrib]
  refine sum_congr rfl fun i _ => ?_
  rw [← Real.exp_add]
  unfold exponent
  split_ifs
  · rw [show I j + (T i - I j + G) = G + T i by ring, Real.exp_add]
    ring
  · rw [show I j + (T i - I j + 0) = T i by ring]
    ring

/-- In a steady state the coverage weighted by `exp (I j)` falls along the cycle by
`J * exp (T i)` at each step. -/
theorem weighted_coverage (hs : IsSteady N I T θ J) {j : ℕ} (hj : j ≤ N) :
    Real.exp (I j) * θ j = Real.exp (I 0) * θ 0 - J * ∑ i ∈ range j, Real.exp (T i) := by
  induction j with
  | zero => simp
  | succ j ih =>
    have ih' := ih (by omega)
    have hf := hs.flux j (by omega)
    unfold netRate at hf
    have e1 : Real.exp (I j) = Real.exp (I j - T j) * Real.exp (T j) := by
      rw [← Real.exp_add, sub_add_cancel]
    have e2 : Real.exp (I (j + 1)) = Real.exp (I (j + 1) - T j) * Real.exp (T j) := by
      rw [← Real.exp_add, sub_add_cancel]
    rw [sum_range_succ]
    linear_combination ih' - Real.exp (T j) * hf + θ (j + 1) * e2 - θ j * e1

/-- Each steady coverage, times `1 - exp G`, is the flux times the terms belonging to that
intermediate, if one turn of the cycle changes the energy by `G`. -/
theorem coverage_flux (hI : I N = I 0 + G) (hs : IsSteady N I T θ J) {j : ℕ} (hj : j ≤ N) :
    (1 - Real.exp G) * θ j = J * ∑ i ∈ range N, Real.exp (exponent I T G i j) := by
  have h0 := weighted_coverage hs hj
  have hN := weighted_coverage hs le_rfl
  -- closing the cycle fixes the coverage of the first intermediate
  rw [hs.closed, hI, Real.exp_add] at hN
  have hc := column_sum I T G hj
  apply mul_left_cancel₀ (Real.exp_ne_zero (I j))
  linear_combination (1 - Real.exp G) * h0 - J * hc - hN

/-- **Turnover frequency of the cycle.** If one turn changes the energy by `G`, the steady
flux is `1 - exp G` divided by the resistance. -/
theorem turnover (hI : I N = I 0 + G) (hs : IsSteady N I T θ J) :
    0 < N ∧ J = (1 - Real.exp G) / resistance N I T G := by
  have hN : 0 < N := by
    rcases Nat.eq_zero_or_pos N with h | h
    · have ht := hs.total
      rw [h] at ht
      simp at ht
    · exact h
  refine ⟨hN, ?_⟩
  rw [eq_div_iff (resistance_pos hN).ne']
  unfold resistance
  rw [mul_sum, sum_congr rfl fun j hj =>
    (coverage_flux hI hs (mem_range.mp hj).le).symm, ← mul_sum, hs.total, mul_one]

/-- Every cycle with at least one step and energy change `G` per turn has a steady state, with
coverages equal to the shares in the resistance. -/
theorem steady_state (hN : 0 < N) (hI : I N = I 0 + G) :
    IsSteady N I T (coverage N I T G) ((1 - Real.exp G) / resistance N I T G) := by
  have hS : resistance N I T G ≠ 0 := (resistance_pos hN).ne'
  refine ⟨?_, ?_, fun i hi => ?_⟩
  · unfold coverage
    congr 1
    refine sum_congr rfl fun i hi => ?_
    unfold exponent
    rw [if_pos (mem_range.mp hi), if_neg (Nat.not_lt_zero i), hI]
    congr 1
    ring
  · unfold coverage
    rw [← sum_div]
    exact div_self hS
  · have h1 := column_sum I T G hi.le
    have h2 := column_sum I T G (Nat.succ_le_of_lt hi)
    rw [Nat.succ_eq_add_one, sum_range_succ] at h2
    -- only the transition state of step `i` survives in the difference
    have key : Real.exp (I i) * ∑ k ∈ range N, Real.exp (exponent I T G k i) -
        Real.exp (I (i + 1)) * ∑ k ∈ range N, Real.exp (exponent I T G k (i + 1)) =
        (1 - Real.exp G) * Real.exp (T i) := by
      linear_combination h1 - h2
    have ht := Real.exp_ne_zero (T i)
    unfold netRate coverage
    rw [Real.exp_sub, Real.exp_sub, div_mul_div_comm, div_mul_div_comm, ← sub_div, key,
      mul_comm (1 - Real.exp G), mul_div_mul_left _ _ ht]

/-- If one turn changes the energy by `G ≠ 0`, the coverages of any steady state are the shares of
the intermediates in the resistance. -/
theorem coverage_unique (hI : I N = I 0 + G) (hG : G ≠ 0) (hs : IsSteady N I T θ J)
    {j : ℕ} (hj : j ≤ N) : θ j = coverage N I T G j := by
  obtain ⟨hN, hJ⟩ := turnover hI hs
  have hS := (resistance_pos (I := I) (T := T) (G := G) hN).ne'
  have hg : 1 - Real.exp G ≠ 0 := fun h =>
    hG ((Real.exp_eq_one_iff G).mp (by linarith))
  rw [eq_div_iff hS] at hJ
  unfold coverage
  rw [eq_div_iff hS]
  apply mul_left_cancel₀ hg
  linear_combination resistance N I T G * coverage_flux hI hs hj +
    (∑ i ∈ range N, Real.exp (exponent I T G i j)) * hJ

/-- The steady flux runs forward exactly when a turn of the cycle lowers the energy. -/
theorem forward_iff (hI : I N = I 0 + G) (hs : IsSteady N I T θ J) : 0 < J ↔ G < 0 := by
  obtain ⟨hN, hJ⟩ := turnover hI hs
  have hS := resistance_pos (I := I) (T := T) (G := G) hN
  rw [eq_div_iff hS.ne'] at hJ
  rw [← mul_pos_iff_of_pos_right hS, hJ, sub_pos, ← Real.exp_zero, Real.exp_lt_exp]

/-- **Energetic span bounds.** If a turn changes the energy by `G ≤ 0` and `δ` is the energetic
span, the steady flux is at most `(1 - exp G) * exp (-δ)` and at least that divided by `N ^ 2`. -/
theorem span_bounds (hI : I N = I 0 + G) (hG : G ≤ 0) (hs : IsSteady N I T θ J)
    (hδ : IsEnergeticSpan N I T G δ) :
    (1 - Real.exp G) * Real.exp (-δ) / (N : ℝ) ^ 2 ≤ J ∧
      J ≤ (1 - Real.exp G) * Real.exp (-δ) := by
  obtain ⟨hN, hJ⟩ := turnover hI hs
  have hS := resistance_pos (I := I) (T := T) (G := G) hN
  have hJ0 : 0 ≤ J := by
    rw [hJ]
    exact div_nonneg (sub_nonneg.mpr (Real.exp_le_one_iff.mpr hG)) hS.le
  rw [eq_div_iff hS.ne'] at hJ
  obtain ⟨⟨a, ha, b, hb, hab⟩, hmax⟩ := hδ
  -- the largest term alone bounds the resistance from below
  have lo : Real.exp δ ≤ resistance N I T G := by
    rw [← hab]
    exact (single_le_sum (f := fun i => Real.exp (exponent I T G i b))
      (fun i _ => (Real.exp_pos _).le) (mem_range.mpr ha)).trans
      (single_le_sum (f := fun j => ∑ i ∈ range N, Real.exp (exponent I T G i j))
        (fun j _ => sum_nonneg fun i _ => (Real.exp_pos _).le) (mem_range.mpr hb))
  -- and `N ^ 2` copies of it bound the resistance from above
  have hi : resistance N I T G ≤ (N : ℝ) ^ 2 * Real.exp δ := by
    calc resistance N I T G ≤ ∑ _j ∈ range N, ∑ _i ∈ range N, Real.exp δ :=
          sum_le_sum fun j hj => sum_le_sum fun i hi => Real.exp_le_exp.mpr
            (hmax ⟨i, mem_range.mp hi, j, mem_range.mp hj, rfl⟩)
      _ = (N : ℝ) ^ 2 * Real.exp δ := by
          simp only [sum_const, card_range, nsmul_eq_mul]
          ring
  have hE : Real.exp δ * Real.exp (-δ) = 1 := by
    rw [← Real.exp_add, add_neg_cancel, Real.exp_zero]
  have h1 := mul_le_mul_of_nonneg_right lo (Real.exp_pos (-δ)).le
  have h2 := mul_le_mul_of_nonneg_right hi (Real.exp_pos (-δ)).le
  rw [hE] at h1
  rw [mul_assoc, hE, mul_one] at h2
  have hN2 : (0 : ℝ) < (N : ℝ) ^ 2 := pow_pos (Nat.cast_pos.mpr hN) 2
  rw [← hJ]
  constructor
  · rw [div_le_iff₀ hN2, mul_assoc]
    exact mul_le_mul_of_nonneg_left h2 hJ0
  · rw [mul_assoc]
    exact le_mul_of_one_le_right hJ0 h1

end

end CatalyticCycleSpan
```

```lean
#print axioms CatalyticCycleSpan.steady_state
#print axioms CatalyticCycleSpan.coverage_unique
#print axioms CatalyticCycleSpan.forward_iff
#print axioms CatalyticCycleSpan.span_bounds
```

```
'CatalyticCycleSpan.steady_state' depends on axioms: [propext, Classical.choice, Quot.sound]
'CatalyticCycleSpan.coverage_unique' depends on axioms: [propext, Classical.choice, Quot.sound]
'CatalyticCycleSpan.forward_iff' depends on axioms: [propext, Classical.choice, Quot.sound]
'CatalyticCycleSpan.span_bounds' depends on axioms: [propext, Classical.choice, Quot.sound]
```

## From the lemmas to the theorems

`weighted_coverage` is the telescoped equation, proved by induction on $j$. `column_sum` rewrites the bracket containing $A_N$ and $A_j$ as a sum over $e^{X_{ij}}$, treating $i<j$ and $i\ge j$ separately. `coverage_flux` combines the two with the closure at $N$; its `linear_combination` is the elimination of $\theta_0$. `turnover` sums over $j$, and obtains $N>0$ because an empty sum of coverages cannot be one.

`steady_state` shows that a steady state exists, with $\theta_j=\sum_i e^{X_{ij}}/S$. Subtracting neighbouring instances of `column_sum` leaves only $(1-e^G)e^{T_i}$, which gives every step the same rate. `coverage_unique` cancels $1-e^G$ to show that these coverages are the only ones when $G\ne0$. At $G=0$ they are unique too, since then $J=0$ and $e^{I_j}\theta_j$ is the same for all $j$, but the theorem does not cover that case. `forward_iff` reads the sign of $J$ from the flux formula.

In `span_bounds`, `lo` and `hi` are the two estimates of $S$. The proof multiplies them by $e^{-\delta}$ and then by $J\ge0$, which is where $G\le0$ enters.
